# Moving M orbitals one site around an N-site ring multiplies Resta's overlap by exp(2πiM/N)

In a calculation with periodic boundary conditions, the electronic part of the polarisation of an insulator can be read from the phase of a determinant: form the matrix elements of a position-dependent phase factor between the occupied orbitals, take the determinant, and take its argument. Differences of that argument are then interpreted as displacements of charge. For non-interacting, spinless electrons on a finite ring, described in an orthonormal basis with one function per site and a diagonal phase factor, the interpretation can be tested exactly by moving every orbital one site along.

```lean
import Mathlib

open Matrix

namespace RestaPhaseOnRing

noncomputable section
```

## Translation, twist and overlap

Let the ring have N sites, labelled j = 0, …, N − 1. The elementary phase is

ω = exp(2πi/N).

```lean
/-- The elementary phase `ω = exp(2πi/N)` of a ring with `N` sites. -/
def rootPhase (N : ℕ) : ℂ := Complex.exp (2 * Real.pi * Complex.I / N)
```

The translation T moves an electron from site j to site j + 1, with N − 1 followed by 0:

T_ij = 1 if i = j + 1, and 0 otherwise.

```lean
/-- The cyclic translation `T`, which moves an electron from site `j` to site `j + 1`. -/
def shift (N : ℕ) : Matrix (ZMod N) (ZMod N) ℂ :=
  Matrix.of fun i j => if i = j + 1 then 1 else 0
```

The type `ZMod N` supplies the cyclic addition. The twist U is the phase factor exp(2πix/N) evaluated at the sites, with the position x in units of the site spacing:

U = diag(1, ω, …, ω^(N−1)).

```lean
/-- The twist operator `U`, diagonal in the site basis with entries `ω ^ j`. -/
def twist (N : ℕ) : Matrix (ZMod N) (ZMod N) ℂ :=
  Matrix.diagonal fun j => rootPhase N ^ j.val
```

Here `j.val` is the representative of j between 0 and N − 1. Used directly as a position, it gives

X₀ = diag(0, 1, …, N − 1).

```lean
/-- The naive position operator, diagonal with entries `0, 1, …, N - 1`. -/
def sawtooth (N : ℕ) : Matrix (ZMod N) (ZMod N) ℂ :=
  Matrix.diagonal fun j => (j.val : ℂ)
```

Let M orbitals be the columns of an N×M matrix Φ. Resta's overlap is

z(Φ) = det(Φ†UΦ).

For orthonormal columns this is the expectation value of the many-electron twist in the Slater determinant. The definition accepts any Φ. For linearly independent columns the normalised value is z(Φ)/det(Φ†Φ); its denominator is positive and unchanged by translation, so the phase is the same.

```lean
/-- Resta's overlap `det (Φ† U Φ)` for `M` orbitals, the columns of `Φ`. -/
def restaOverlap {N M : ℕ} [NeZero N] (Φ : Matrix (ZMod N) (Fin M) ℂ) : ℂ :=
  (Φᴴ * twist N * Φ).det
```

Electrons sitting on single sites a(0), …, a(M−1) are described by

Φ_im = 1 if i = a(m), and 0 otherwise.

```lean
/-- Orbitals localised on single sites: orbital `m` sits on site `a m`. -/
def siteOrbitals {N M : ℕ} (a : Fin M → ZMod N) : Matrix (ZMod N) (Fin M) ℂ :=
  Matrix.of fun i m => if i = a m then 1 else 0
```

## One bond closes the ring

Moving to the next site raises the label by one, modulo N:

label(j + 1) = (label(j) + 1) mod N.

The assumption `NeZero N` means N ≥ 1 and makes the ring finite.

```lean
variable {N M : ℕ} [NeZero N]

/-- The label of the next site is the old label plus one, modulo `N`. -/
theorem val_next (j : ZMod N) : (j + 1).val = (j.val + 1) % N := by
  rw [ZMod.val_add, ZMod.val_one_eq_one_mod, Nat.add_mod_mod]
```

The label drops from N − 1 to 0 on the closing bond, but the phase does not notice, because ω^N = 1:

ω^label(j+1) = ω · ω^label(j) for every j.

```lean
/-- The site phase `ω ^ j` gains a factor `ω` on every bond of the ring,
including the one that closes it. -/
theorem phase_next (j : ZMod N) :
    rootPhase N ^ (j + 1).val = rootPhase N * rootPhase N ^ j.val := by
  have h : rootPhase N ^ N = 1 :=
    (Complex.isPrimitiveRoot_exp N (NeZero.ne N)).pow_eq_one
  have hmod (a : ℕ) : rootPhase N ^ a = rootPhase N ^ (a % N) := by
    conv_lhs => rw [← Nat.div_add_mod a N, pow_add, pow_mul, h, one_pow, one_mul]
  rw [val_next, ← hmod, pow_succ']
```

In the proof, `hmod` states that exponents of ω matter only modulo N. Translation also permutes the sites, so it preserves inner products:

(T†T)_ij = Σ_k T_ki* T_kj = δ_ij.

Only k = i + 1 contributes to the sum.

```lean
/-- Translation around the ring preserves inner products: `T† T = 1`. -/
theorem shift_isometry : (shift N)ᴴ * shift N = 1 := by
  ext i j
  rw [Matrix.mul_apply, Finset.sum_eq_single (i + 1)]
  · simp [shift, Matrix.one_apply]
  · intro k _ hk
    simp [shift, hk]
  · intro h
    exact absurd (Finset.mem_univ _) h
```

## No matrix obeys the position relation

A position operator should increase by one under translation, T†XT = X + 1. Multiplying by T from the left gives XT − TX = T. Suppose some X satisfies this. Multiply by T† from the right and take the trace:

tr(XTT†) − tr(TXT†) = tr(TT†)
tr X − tr X = N.

This contradicts N ≥ 1.

```lean
/-- No matrix `X` on the ring satisfies the relation `X T - T X = T`
expected of a position operator. -/
theorem no_position_operator (X : Matrix (ZMod N) (ZMod N) ℂ) :
    X * shift N - shift N * X ≠ shift N := by
  intro h
  have hT : shift N * (shift N)ᴴ = 1 := mul_eq_one_comm.mp shift_isometry
  have h1 : (X * shift N - shift N * X) * (shift N)ᴴ = 1 := by rw [h, hT]
  -- The trace of the left side vanishes, that of the right side is `N`.
  have h2 := congrArg Matrix.trace h1
  rw [Matrix.sub_mul, Matrix.trace_sub, Matrix.mul_assoc X, hT, Matrix.mul_one,
    Matrix.trace_mul_comm (shift N * X), ← Matrix.mul_assoc, shift_isometry,
    Matrix.one_mul, sub_self, Matrix.trace_one, ZMod.card] at h2
  exact Nat.cast_ne_zero.mpr (NeZero.ne N) h2.symm
```

The theorem covers every complex N×N matrix, Hermitian or not. It depends on finite dimension: on an infinite chain the usual unbounded position operator does satisfy the relation. In the proof, `hT` obtains TT† = 1 from T†T = 1, and the long rewrite carries out the trace calculation.

For X₀ the failure can be located. The only possible nonzero elements are

(X₀T − TX₀)_(j+1,j) = label(j + 1) − label(j),

which is 1 on an interior bond and 1 − N on the closing bond. Hence

X₀T − TX₀ = T − N E,

where E has a single entry 1, in row 0 and column N − 1.

```lean
/-- The naive position operator obeys the relation up to a single matrix element
of size `N`, on the bond from the last site `-1` to site `0`. -/
theorem sawtooth_defect :
    sawtooth N * shift N - shift N * sawtooth N
      = shift N - Matrix.single 0 (-1) (N : ℂ) := by
  ext i j
  rw [sawtooth, Matrix.sub_apply, Matrix.diagonal_mul, Matrix.mul_diagonal,
    Matrix.sub_apply]
  by_cases h : i = j + 1
  · subst h
    have hs : shift N (j + 1) j = 1 := by simp [shift]
    by_cases hj : j.val + 1 = N
    · -- The closing bond: the label drops from `N - 1` to `0`.
      have h0 : j + 1 = 0 := by
        have := congrArg (Nat.cast : ℕ → ZMod N) hj
        simpa using this
      have hj' : j = -1 := eq_neg_of_add_eq_zero_left h0
      have hc : (j.val : ℂ) + 1 = N := by exact_mod_cast hj
      have hS : Matrix.single (0 : ZMod N) (-1 : ZMod N) (N : ℂ) (j + 1) j = N := by
        rw [Matrix.single_apply, if_pos ⟨h0.symm, hj'.symm⟩]
      rw [hs, hS, h0, ZMod.val_zero, Nat.cast_zero]
      linear_combination -hc
    · -- An interior bond: the label grows by one.
      have hlt := ZMod.val_lt j
      have hv : (j + 1).val = j.val + 1 := by
        rw [val_next, Nat.mod_eq_of_lt (by omega)]
      have h0 : j + 1 ≠ 0 := by
        intro e
        rw [e, ZMod.val_zero] at hv
        omega
      rw [hs, Matrix.single_apply, if_neg (fun e => h0 e.1.symm), hv]
      push_cast
      ring
  · have hs : shift N i j = 0 := by simp [shift, h]
    have hn : ¬ ((0 : ZMod N) = i ∧ (-1 : ZMod N) = j) := by
      intro e
      apply h
      obtain ⟨rfl, rfl⟩ := e
      simp
    rw [hs, Matrix.single_apply, if_neg hn]
    ring
```

Lean writes the last site as `-1`. The case distinctions separate the closing bond, the interior bonds and the elements that vanish.

## The twist gains a phase

For U the same comparison of elements gives

(UT)_(j+1,j) = ω^label(j+1) = ω · ω^label(j) = ω(TU)_(j+1,j),

and all other elements vanish on both sides. So UT = ωTU, with no exceptional bond.

```lean
/-- The twist and the translation commute up to a phase: `U T = ω T U`. -/
theorem twist_mul_shift :
    twist N * shift N = rootPhase N • (shift N * twist N) := by
  ext i j
  rw [twist, Matrix.diagonal_mul, Matrix.smul_apply, Matrix.mul_diagonal, smul_eq_mul]
  by_cases h : i = j + 1
  · subst h
    rw [phase_next]
    simp [shift]
  · simp [shift, h]
```

Now translate all the orbitals:

(TΦ)†U(TΦ) = Φ†T†(UT)Φ = ω Φ†T†TUΦ = ω Φ†UΦ.

This is an M×M matrix, so its determinant acquires one factor ω per orbital:

z(TΦ) = ω^M z(Φ).

```lean
/-- Translating all `M` orbitals by one site multiplies Resta's overlap by `ω ^ M`. -/
theorem restaOverlap_shift (Φ : Matrix (ZMod N) (Fin M) ℂ) :
    restaOverlap (shift N * Φ) = rootPhase N ^ M * restaOverlap Φ := by
  have h : (shift N * Φ)ᴴ * twist N * (shift N * Φ)
      = rootPhase N • (Φᴴ * twist N * Φ) := by
    calc (shift N * Φ)ᴴ * twist N * (shift N * Φ)
        = Φᴴ * ((shift N)ᴴ * (twist N * shift N)) * Φ := by
          simp only [Matrix.conjTranspose_mul, Matrix.mul_assoc]
      _ = rootPhase N • (Φᴴ * twist N * Φ) := by
          rw [twist_mul_shift, Matrix.mul_smul, ← Matrix.mul_assoc (shift N)ᴴ,
            shift_isometry, Matrix.one_mul, Matrix.mul_smul, Matrix.smul_mul]
  rw [restaOverlap, h, Matrix.det_smul, Fintype.card_fin, restaOverlap]
```

The `calc` block is the first line of this derivation, and `Matrix.det_smul` gives the power M. Repeating the step k times gives

z(T^k Φ) = ω^(kM) z(Φ),

by induction on k.

```lean
/-- Translating all `M` orbitals by `k` sites multiplies Resta's overlap
by `ω ^ (k M)`. -/
theorem restaOverlap_shift_pow (k : ℕ) (Φ : Matrix (ZMod N) (Fin M) ℂ) :
    restaOverlap (shift N ^ k * Φ) = rootPhase N ^ (k * M) * restaOverlap Φ := by
  induction k with
  | zero => simp
  | succ k ih =>
    rw [pow_succ', Matrix.mul_assoc, restaOverlap_shift, ih]
    ring
```

A neighbouring result follows from the same law, though it is not one of the theorems here. If the orthonormal occupied orbitals span a space that is invariant under translation by one site, then TΦ = ΦV with V unitary, and z(TΦ) = |det V|² z(Φ) = z(Φ). Therefore (ω^M − 1) z(Φ) = 0, and the overlap vanishes for 0 < M < N. Such a state has no phase to read.

When z(Φ) ≠ 0, the arguments of the two factors add:

arg z(TΦ) = arg z(Φ) + 2πM/N (mod 2π).

```lean
/-- If Resta's overlap is nonzero, a translation by one site advances its phase
by `2πM/N`, as an angle modulo `2π`. -/
theorem resta_angle_shift (Φ : Matrix (ZMod N) (Fin M) ℂ) (h : restaOverlap Φ ≠ 0) :
    (Complex.arg (restaOverlap (shift N * Φ)) : Real.Angle)
      = (Complex.arg (restaOverlap Φ) : Real.Angle)
        + ((2 * Real.pi * M / N : ℝ) : Real.Angle) := by
  have hx : rootPhase N ^ M
      = Complex.exp (((2 * Real.pi * M / N : ℝ) : ℂ) * Complex.I) := by
    rw [rootPhase, ← Complex.exp_nat_mul]
    congr 1
    push_cast
    ring
  have ha := Complex.arg_cos_add_sin_mul_I_coe_angle
    ((2 * Real.pi * M / N : ℝ) : Real.Angle)
  rw [Real.Angle.cos_coe, Real.Angle.sin_coe, Complex.ofReal_cos, Complex.ofReal_sin,
    ← Complex.exp_mul_I] at ha
  have hne : rootPhase N ^ M ≠ 0 := pow_ne_zero _ (Complex.exp_ne_zero _)
  rw [restaOverlap_shift, Complex.arg_mul_coe_angle hne h, hx, ha, add_comm]
```

The type `Real.Angle` is the real line modulo 2π, so jumps of the principal argument do no harm. For a full ring, M = N, the advance is a whole turn and the phase is unchanged.

## Localised electrons show what is read

Put the electrons on distinct sites. Different orbitals then have no matrix element of U between them, and

Φ†UΦ = diag(ω^a(0), …, ω^a(M−1)),
z(Φ) = ω^(a(0) + … + a(M−1)).

The phase gives the sum of the positions modulo N, and the overlap is nonzero.

```lean
/-- For electrons localised on distinct sites, Resta's overlap is `ω` raised to
the sum of their site labels. -/
theorem restaOverlap_siteOrbitals (a : Fin M → ZMod N) (ha : Function.Injective a) :
    restaOverlap (siteOrbitals a) = rootPhase N ^ (∑ m, (a m).val) := by
  -- Distinct sites do not overlap, so the orbital matrix of `U` is diagonal.
  have h : (siteOrbitals a)ᴴ * twist N * siteOrbitals a
      = Matrix.diagonal fun m => rootPhase N ^ (a m).val := by
    ext m n
    rw [Matrix.mul_apply, Finset.sum_eq_single (a n)]
    · rw [twist, Matrix.mul_diagonal]
      by_cases hmn : m = n
      · subst hmn
        simp [siteOrbitals]
      · have hne : a n ≠ a m := fun e => hmn (ha e).symm
        simp [siteOrbitals, hmn, hne]
    · intro k _ hk
      simp [siteOrbitals, hk]
    · intro hn
      exact absurd (Finset.mem_univ _) hn
  rw [restaOverlap, h, Matrix.det_diagonal, Finset.prod_pow_eq_pow_sum]

end

end RestaPhaseOnRing
```

Distinctness enters as `Function.Injective a`, which makes the off-diagonal elements vanish; the determinant is then a product of powers.

A different model would take an M-electron wavefunction and the twist exp(2πi(x₁ + … + x_M)/N) as the starting point. Translation would again give the factor ω^M, now for correlated states too, while the determinant formula would become a separate statement about Slater determinants.

```lean
#print axioms RestaPhaseOnRing.sawtooth_defect
-- 'RestaPhaseOnRing.sawtooth_defect' depends on axioms: [propext, Classical.choice, Quot.sound]
#print axioms RestaPhaseOnRing.restaOverlap_shift_pow
-- 'RestaPhaseOnRing.restaOverlap_shift_pow' depends on axioms: [propext, Classical.choice, Quot.sound]
#print axioms RestaPhaseOnRing.resta_angle_shift
-- 'RestaPhaseOnRing.resta_angle_shift' depends on axioms: [propext, Classical.choice, Quot.sound]
#print axioms RestaPhaseOnRing.restaOverlap_siteOrbitals
-- 'RestaPhaseOnRing.restaOverlap_siteOrbitals' depends on axioms: [propext, Classical.choice, Quot.sound]
```
